# When the largest of finitely many affine step energies in m descriptors is bounded below, at most m + 1 steps fix its optimum

Take an electrochemical oxidation in which every step releases one electron. If I locate the top of its volcano plot from a handful of the steps, a step I left out may lie higher there, and the limiting potential I report can then be too low. With one descriptor I can draw all the lines and look. With several descriptors and a long list of steps I can't, and I don't know whether any small set of steps gives the right answer.

I believe that one does. If every step free energy is affine in $m$ descriptors, and the largest of them is bounded below over descriptor space, then some $m+1$ or fewer steps should already have the same optimal limiting potential as the full mechanism. Can this be made rigorous, and can the argument be checked by machine in Lean?

## Helly's theorem selects the steps

Yes. Let the steps be labelled by $i$ in a finite nonempty set, and let $x\in\mathbb R^m$ collect the descriptors, for example adsorption energies. At zero potential step $i$ has free energy
$$G_i(x)=a_i\cdot x+b_i ,$$
in eV, with slopes $a_i\in\mathbb R^m$ and offset $b_i$. Each step is an oxidation that releases one electron. If the potential acts only through the energy of that electron, the step has free energy $G_i(x)-U$ at potential $U$ in volts. For a nonempty set $T$ of steps, define
$$M_T(x)=\max_{i\in T}G_i(x),\qquad U_T=\inf_x M_T(x).$$
Read in volts, $M_T(x)$ is the limiting potential of the steps in $T$ at $x$, above which all of them are downhill, and $U_T$ is the optimal limiting potential. Write $M$ and $v$ for these two quantities when $T$ contains all steps, and assume that $M$ is bounded below, so that $v$ is finite.

**Convexity.** Let $C_i=\{x: G_i(x)<v\}$. If $x,y\in C_i$ and $s,t\ge 0$ with $s+t=1$, then
$$G_i(sx+ty)=s\,a_i\cdot x+t\,a_i\cdot y+(s+t)b_i=sG_i(x)+tG_i(y)<v,$$
so $C_i$ is convex.

**Selection.** Since $M(x)\ge v$ for every $x$, some step is at or above $v$ at every $x$. The sets $C_i$ therefore have no common point. Helly's theorem says that finitely many convex sets in $\mathbb R^m$ have a common point if every subfamily of at most $m+1$ of them has one. Hence there is a set $T$ of at most $m+1$ steps whose $C_i$ have no common point. $T$ is nonempty, because at $x=0$ one of its steps is at or above $v$.

**Equality.** At every $x$ some step in $T$ has $G_i(x)\ge v$, so $M_T(x)\ge v$. Thus $M_T$ is bounded below and $U_T\ge v$. A maximum over fewer steps is no larger, so $M_T\le M$ and $U_T\le v$. Therefore $U_T=v$.

**Feasibility.** If $U_T<U$, some $x$ has $M_T(x)<U$, which makes every step in $T$ downhill. Conversely, if every step in $T$ is downhill at some $x$, then $U_T\le M_T(x)<U$. As $U_T=v$, the set $T$ and the full mechanism are feasible at exactly the same potentials.

## Four steps in one descriptor

Take $m=1$ and, in eV,
$$G_1=x,\quad G_2=3.2-x,\quad G_3=2-0.5x,\quad G_4=0.5x+0.4 .$$
The four energies add up to $5.6$ at every $x$, as the steps of a closed cycle must have a fixed total. Steps 1 and 2 average to $1.6$, so they are never both below $1.6$. At $x=1.6$ the four energies are $1.6,\,1.6,\,1.2,\,1.2$. The optimum is $1.6$ V, and steps 1 and 2 fix it.

The pair has to be the right one. Steps 2 and 4 alone cross at $x\approx1.87$ and give about $1.33$ V, but there $G_1\approx1.87$ eV. At $U=1.5$ V that pair looks feasible and the mechanism is not.

In the smallest case, $m=0$, there is a single descriptor point and every step energy is a constant. The step with the largest constant fixes the optimum by itself.

## A family that needs all m + 1 steps

Consider the steps $x_1,\dots,x_m$ and $-\sum_j x_j$. They cannot all be negative: if every $x_j<0$, then $-\sum_j x_j\ge0$. The maximum is therefore bounded below by $0$.

Now remove one step and suppose that $B$ is a lower bound for the maximum of a nonempty set of the others. If the sum step is missing, set every $x_j=B-1$. If step $x_j$ is missing, set the other coordinates to $B-1$ and $x_j=-m(B-1)$; then
$$-\sum_l x_l=-(m-1)(B-1)+m(B-1)=B-1 .$$
Either way all remaining steps equal $B-1<B$, a contradiction. Only the full set of $m+1$ steps has a maximum that is bounded below.

## The Lean file

```lean
import Mathlib

open Finset

namespace DescriptorOptimum

noncomputable section

variable {ι : Type*} {m : ℕ}

/-- Free energy of step `i` at zero potential, affine in the `m` descriptors `x`. -/
def stepEnergy (a : ι → Fin m → ℝ) (b : ι → ℝ) (i : ι) (x : Fin m → ℝ) : ℝ :=
  dotProduct (a i) x + b i

/-- The largest free energy among the steps in `T` at the descriptors `x`. -/
def largestStep (a : ι → Fin m → ℝ) (b : ι → ℝ) (T : Finset ι) (hT : T.Nonempty)
    (x : Fin m → ℝ) : ℝ :=
  T.sup' hT fun i => stepEnergy a b i x

/-- The optimal limiting potential of the steps in `T`: the infimum of the largest step
over all descriptors (energies in eV, one electron released per step). -/
def optimalPotential (a : ι → Fin m → ℝ) (b : ι → ℝ) (T : Finset ι) (hT : T.Nonempty) : ℝ :=
  ⨅ x, largestStep a b T hT x

/-- The descriptors at which a given step lies below the energy `v` form a convex set. -/
theorem convex_below (a : ι → Fin m → ℝ) (b : ι → ℝ) (i : ι) (v : ℝ) :
    Convex ℝ {x | stepEnergy a b i x < v} := by
  intro x hx y hy s t hs ht hst
  have hx' : stepEnergy a b i x ∈ Set.Iio v := hx
  have hy' : stepEnergy a b i y ∈ Set.Iio v := hy
  have key : stepEnergy a b i (s • x + t • y)
      = s * stepEnergy a b i x + t * stepEnergy a b i y := by
    simp only [stepEnergy, dotProduct_add, dotProduct_smul, smul_eq_mul]
    linear_combination (-(b i)) * hst
  have h := convex_Iio (𝕜 := ℝ) v hx' hy' hs ht hst
  show stepEnergy a b i (s • x + t • y) < v
  rw [key]
  simpa only [Set.mem_Iio, smul_eq_mul] using h

/-- If at every descriptor some step has energy at least `v`, then at most `m + 1` of the
steps already have this property. -/
theorem exists_few_blocking_steps [Fintype ι] (a : ι → Fin m → ℝ) (b : ι → ℝ) (v : ℝ)
    (h : ∀ x, ∃ i, v ≤ stepEnergy a b i x) :
    ∃ T : Finset ι, T.card ≤ m + 1 ∧ ∀ x, ∃ i ∈ T, v ≤ stepEnergy a b i x := by
  by_contra hcon
  -- Helly: if every small subfamily can be pushed below `v`, so can the whole family.
  have hne : (⋂ i ∈ (Finset.univ : Finset ι), {x | stepEnergy a b i x < v}).Nonempty := by
    apply Convex.helly_theorem' (𝕜 := ℝ)
    · intro i _
      exact convex_below a b i v
    · intro I _ hI
      by_contra hemp
      apply hcon
      refine ⟨I, by simpa using hI, fun x => ?_⟩
      by_contra hx
      push Not at hx
      exact hemp ⟨x, Set.mem_iInter₂.mpr hx⟩
  obtain ⟨x, hx⟩ := hne
  obtain ⟨i, hi⟩ := h x
  have hlt : stepEnergy a b i x < v := Set.mem_iInter₂.mp hx i (Finset.mem_univ i)
  linarith

/-- If the largest step is bounded below over `m` descriptors, some subfamily of at most
`m + 1` steps is bounded below too and has the same optimal limiting potential. -/
theorem few_steps_fix_optimum [Fintype ι] [Nonempty ι] (a : ι → Fin m → ℝ) (b : ι → ℝ)
    (h : BddBelow (Set.range (largestStep a b univ univ_nonempty))) :
    ∃ (T : Finset ι) (hT : T.Nonempty), T.card ≤ m + 1 ∧
      BddBelow (Set.range (largestStep a b T hT)) ∧
      optimalPotential a b T hT = optimalPotential a b univ univ_nonempty := by
  obtain ⟨T, hc, hT⟩ := exists_few_blocking_steps a b
    (optimalPotential a b univ univ_nonempty) (fun x => by
      obtain ⟨i, _, hi⟩ := Finset.exists_mem_eq_sup' (univ_nonempty (α := ι))
        (fun i => stepEnergy a b i x)
      have h1 : optimalPotential a b univ univ_nonempty
          ≤ largestStep a b univ univ_nonempty x := ciInf_le h x
      exact ⟨i, h1.trans_eq hi⟩)
  have hne : T.Nonempty := by
    obtain ⟨i, hi, _⟩ := hT 0
    exact ⟨i, hi⟩
  -- The selected steps never fall below the optimum of the full family.
  have hlow : ∀ x, optimalPotential a b univ univ_nonempty ≤ largestStep a b T hne x := by
    intro x
    obtain ⟨i, hi, hv⟩ := hT x
    exact hv.trans (Finset.le_sup' (fun i => stepEnergy a b i x) hi)
  have hb : BddBelow (Set.range (largestStep a b T hne)) :=
    ⟨_, by rintro _ ⟨x, rfl⟩; exact hlow x⟩
  refine ⟨T, hne, hc, hb, le_antisymm ?_ (le_ciInf hlow)⟩
  -- Dropping steps can only lower the maximum.
  exact ciInf_mono hb fun x => Finset.sup'_mono _ (Finset.subset_univ T) hne

/-- If the largest step in `T` is bounded below, a potential `U` exceeds the optimal limiting
potential of `T` exactly when some descriptor makes every step in `T` downhill at `U`. -/
theorem optimalPotential_lt_iff (a : ι → Fin m → ℝ) (b : ι → ℝ) (T : Finset ι)
    (hT : T.Nonempty) (hb : BddBelow (Set.range (largestStep a b T hT))) (U : ℝ) :
    optimalPotential a b T hT < U ↔ ∃ x, ∀ i ∈ T, stepEnergy a b i x - U < 0 := by
  constructor
  · intro h
    unfold optimalPotential at h
    obtain ⟨x, hx⟩ := exists_lt_of_ciInf_lt h
    exact ⟨x, fun i hi => sub_neg.2 ((Finset.sup'_lt_iff hT).1 hx i hi)⟩
  · rintro ⟨x, hx⟩
    have h1 : largestStep a b T hT x < U :=
      (Finset.sup'_lt_iff hT).2 fun i hi => sub_neg.1 (hx i hi)
    exact lt_of_le_of_lt (ciInf_le hb x) h1

/-- If the largest step is bounded below, one set of at most `m + 1` steps decides, for every
potential `U`, whether some descriptor makes all steps downhill. -/
theorem few_steps_decide_feasibility [Fintype ι] [Nonempty ι] (a : ι → Fin m → ℝ)
    (b : ι → ℝ) (h : BddBelow (Set.range (largestStep a b univ univ_nonempty))) :
    ∃ T : Finset ι, T.card ≤ m + 1 ∧ ∀ U : ℝ,
      (∃ x, ∀ i ∈ T, stepEnergy a b i x - U < 0) ↔
        ∃ x, ∀ i, stepEnergy a b i x - U < 0 := by
  obtain ⟨T, hT, hc, hb, heq⟩ := few_steps_fix_optimum a b h
  refine ⟨T, hc, fun U => ?_⟩
  rw [← optimalPotential_lt_iff a b T hT hb U, heq,
    optimalPotential_lt_iff a b univ univ_nonempty h U]
  simp only [Finset.mem_univ, forall_true_left]

/-- Slopes of `m + 1` model steps: with zero offsets, step `some j` has energy `x j`, and step
`none` has energy minus the sum of all descriptors. -/
def simplexSlope (m : ℕ) : Option (Fin m) → Fin m → ℝ
  | none => fun _ => -1
  | some j => Pi.single j 1

/-- The largest of the `m + 1` model steps, with zero offsets, is bounded below, and every subfamily
whose largest step is bounded below has `m + 1` members. -/
theorem step_count_sharp (m : ℕ) :
    BddBelow (Set.range (largestStep (simplexSlope m) 0 univ univ_nonempty)) ∧
    ∀ (T : Finset (Option (Fin m))) (hT : T.Nonempty),
      BddBelow (Set.range (largestStep (simplexSlope m) 0 T hT)) → T.card = m + 1 := by
  have e0 : ∀ x, stepEnergy (simplexSlope m) 0 none x = -∑ j, x j := by
    intro x
    simp [stepEnergy, simplexSlope, dotProduct]
  have e1 : ∀ j x, stepEnergy (simplexSlope m) 0 (some j) x = x j := by
    intro j x
    simp [stepEnergy, simplexSlope]
  constructor
  · refine ⟨0, ?_⟩
    rintro _ ⟨x, rfl⟩
    by_contra hneg
    have h := (Finset.sup'_lt_iff _).1 (not_le.1 hneg)
    have h0 := h none (Finset.mem_univ _)
    rw [e0] at h0
    have hs : ∑ j, x j ≤ 0 := Finset.sum_nonpos fun j _ => by
      have hj := h (some j) (Finset.mem_univ _)
      rw [e1] at hj
      exact hj.le
    linarith
  · rintro T hT ⟨B, hB⟩
    by_contra hcard
    have hk : ∃ k, k ∉ T := by
      by_contra hall
      push Not at hall
      apply hcard
      rw [Finset.eq_univ_iff_forall.2 hall]
      simp
    -- With one step missing, all others can be brought to the common energy `B - 1`.
    have hx : ∃ x, ∀ i ∈ T, stepEnergy (simplexSlope m) 0 i x = B - 1 := by
      obtain ⟨k, hk⟩ := hk
      cases k with
      | none =>
        refine ⟨fun _ => B - 1, fun i hi => ?_⟩
        cases i with
        | none => exact absurd hi hk
        | some l => rw [e1]
      | some j =>
        refine ⟨fun i => (B - 1) + if i = j then -((m + 1) * (B - 1)) else 0,
          fun i hi => ?_⟩
        cases i with
        | none =>
          rw [e0]
          simp only [Finset.sum_add_distrib, Finset.sum_ite_eq', Finset.sum_const,
            Finset.card_univ, Fintype.card_fin, nsmul_eq_mul, Finset.mem_univ, if_true]
          ring
        | some l =>
          have hl : l ≠ j := fun h => hk (h ▸ hi)
          rw [e1]
          simp [hl]
    obtain ⟨x, hx⟩ := hx
    have h1 : B ≤ largestStep (simplexSlope m) 0 T hT x := hB (Set.mem_range_self x)
    have h2 : largestStep (simplexSlope m) 0 T hT x < B :=
      (Finset.sup'_lt_iff hT).2 fun i hi => by
        rw [hx i hi]
        linarith
    linarith

end

end DescriptorOptimum
```

```lean
#print axioms DescriptorOptimum.few_steps_fix_optimum
#print axioms DescriptorOptimum.few_steps_decide_feasibility
#print axioms DescriptorOptimum.step_count_sharp
```

```
'DescriptorOptimum.few_steps_fix_optimum' depends on axioms: [propext, Classical.choice, Quot.sound]
'DescriptorOptimum.few_steps_decide_feasibility' depends on axioms: [propext, Classical.choice, Quot.sound]
'DescriptorOptimum.step_count_sharp' depends on axioms: [propext, Classical.choice, Quot.sound]
```

## How the Lean statements describe the mechanism

The type `ι` labels the steps, and `Fin m → ℝ` is descriptor space. `stepEnergy a b i x` is $G_i(x)$, `largestStep` is $M_T(x)$, and `optimalPotential` is $U_T$. The argument `hT` records that `T` is nonempty, which a maximum requires.

The main theorem, `few_steps_fix_optimum`, assumes that the largest step of the full family is bounded below. Physically, no change of descriptors lowers all steps without limit. A closed cycle with a fixed total reaction free energy satisfies this, since the largest step is at least the average; the file takes boundedness as a hypothesis. The conclusion gives a nonempty `T` with at most `m + 1` members, a largest step bounded below, and the same optimum. Boundedness of the subfamily belongs in the conclusion because Lean assigns the value 0 to the infimum of a real set unbounded below.

In `few_steps_decide_feasibility` the set `T` is chosen before `U`, so one selection serves all potentials. `step_count_sharp` treats the family above, with `none` for the sum step and `some j` for $x_j$. It shows that the number $m+1$ in `few_steps_fix_optimum` cannot be lowered for any $m$.

For computational catalyst screening, the result reduces the limiting potential at the top of a thermodynamic volcano to a few steps, provided that the scaling relations are exactly affine and the descriptors vary freely over $\mathbb R^m$. Kinetic barriers, scatter about the scaling lines and a restricted range of materials are not in the model. The theorem gives the existence of the decisive steps; it does not supply a procedure for finding them, and it does not say that a descriptor point attains the optimum. Nor does it fix the location of the top: descriptors that are optimal for the selected steps need not be optimal for the full mechanism.

## How the Lean proof follows the derivation

`convex_below` is the convexity step. Its identity `key` is the displayed computation, where `linear_combination` uses $s+t=1$ to recombine the offset.

`exists_few_blocking_steps` is the selection step, for any level `v`. It supposes that no small blocking set exists and applies `Convex.helly_theorem'`, Mathlib's version of Helly's theorem. If some small subfamily had no common point below `v`, it would be the blocking set just denied. So all the convex sets share a point, which contradicts the hypothesis `h` that some step is at or above `v` there.

`few_steps_fix_optimum` uses this lemma with `v` equal to the full optimum. `ciInf_le` puts the optimum below the largest step at each `x`, and `Finset.exists_mem_eq_sup'` names a step that attains that maximum. The statement `hlow` is $v\le M_T(x)$. The two inequalities for the infima come from `le_ciInf` and `ciInf_mono`, and `le_antisymm` joins them.

`optimalPotential_lt_iff` proves the two directions of the feasibility criterion. `exists_lt_of_ciInf_lt` produces a descriptor point whose largest step is below `U`, and `Finset.sup'_lt_iff` translates between a bound on the maximum and bounds on each step. `few_steps_decide_feasibility` applies the criterion to `T` and to the full family, with the equality of optima in between.

In `step_count_sharp`, `e0` and `e1` compute the model energies. The first part derives the lower bound 0 by contradiction. In the second, a set without `m + 1` members must miss some step `k`, and the case split on `k` supplies the two descriptor choices given above. All remaining steps then equal `B - 1`, which contradicts the lower bound `B`.
